# A cubic equation for \(\mathbf S\cdot\mathbf L\) when \(\mathbf S\) is a spin 1

Let \(S_x,S_y,S_z\) be the spin-1 matrices, and let \(L_x,L_y,L_z\) be finite complex matrices with \([L_i,L_j]=i\,\varepsilon_{ijk}L_k\), in units \(\hbar=1\). Then the coupling \(X=\sum_k S_k\otimes L_k\) satisfies

\[
X^3+2X^2+(1-\mathbf L\cdot\mathbf L)\,X=\mathbf L\cdot\mathbf L .
\]

If in addition \(\mathbf L\cdot\mathbf L=l(l+1)\), every eigenvalue of \(X\) is \(l\), \(-1\) or \(-(l+1)\).

## A spin 1 and its partner

A triplet electron spin interacts with a magnetic nucleus, or an unpaired electron with a spin-1 nucleus such as \(^{14}\mathrm N\). The isotropic part of the interaction is \(aX\), where the constant \(a\) sets its strength. If this part acts alone, the energies are \(a\) times the eigenvalues of \(X\). The same operator describes spin-orbit coupling within a triplet term of fixed \(l\), if the coupling is taken as a constant times \(\mathbf S\cdot\mathbf L\).

## The coupling as a three-by-three array

Sort the product space by the spin-1 states \(m=+1,0,-1\), and set

\[
Z=L_z,\qquad P=\frac{L_x+iL_y}{\sqrt2},\qquad M=\frac{L_x-iL_y}{\sqrt2}.
\]

\(P\) and \(M\) are the usual \(L_\pm\) divided by \(\sqrt2\). Inserting the spin-1 matrices gives

\[
X=\begin{pmatrix}Z&M&0\\P&0&M\\0&P&-Z\end{pmatrix}.
\]

The commutation relations become

\[
ZP-PZ=P,\qquad MZ-ZM=M,\qquad PM-MP=Z,
\]

and since \(PM+MP=L_x^2+L_y^2\), we have \(C:=\mathbf L\cdot\mathbf L=Z^2+PM+MP\).

## A column times a row

Squaring the array gives

\[
X^2=\begin{pmatrix}Z^2+MP&ZM&M^2\\PZ&PM+MP&-MZ\\P^2&-ZP&PM+Z^2\end{pmatrix}.
\]

Add \(X\) and subtract \(C\) on the diagonal. The first diagonal entry becomes \(Z-PM=-MP\), the second \(-Z^2\), and the third \(-Z-MP=-PM\). Off the diagonal, \(ZM+M=MZ\), \(PZ+P=ZP\), \(-MZ+M=-ZM\) and \(-ZP+P=-PZ\), while the two corner entries stay as they are. Hence

\[
X^2+X-C=\begin{pmatrix}M\\-Z\\-P\end{pmatrix}\begin{pmatrix}-P&Z&M\end{pmatrix}.
\]

Call the row \(r\). Then

\[
rX=(-PZ+ZP,\;-PM+MP,\;ZM-MZ)=(P,-Z,-M)=-r ,
\]

so \(r(X+1)=0\) and therefore \((X^2+X-C)(X+1)=0\). Multiplying out gives \(X^3+2X^2+X-CX-C=0\), which is the cubic. The order of \(C\) and \(X\) has been kept throughout.

## The three possible levels

Let \(Xv=\mu v\) with \(v\neq0\), and let \(C\) act as \(l(l+1)\). The cubic applied to \(v\) gives

\[
\mu^3+2\mu^2+\bigl(1-l(l+1)\bigr)\mu-l(l+1)=(\mu-l)(\mu+1)(\mu+l+1)=0 .
\]

These values restrict the spectrum, but they need not all occur. A partner of spin \(1/2\), such as an unpaired electron or a proton, gives only \(\mu=1/2\) and \(\mu=-1\), and for \(l=0\) with \(L_k=0\) only \(\mu=0\) occurs.

For two spins 1 all three occur. With \(|m_S,m_L\rangle\) as basis, normalised eigenvectors are

\[
|1,1\rangle,\qquad \frac{|1,0\rangle-|0,1\rangle}{\sqrt2},\qquad
\frac{|1,-1\rangle-|0,0\rangle+|-1,1\rangle}{\sqrt3},
\]

with eigenvalues \(1,-1,-2\). The code uses the same vectors without the factors \(1/\sqrt2\) and \(1/\sqrt3\).

## Time evolution from three terms

For two spins 1 the cubic reads \(X^3=-2X^2+X+2\), so every power of \(X\) reduces to a combination of \(1\), \(X\) and \(X^2\). Evolution under \(aX\) alone, with \(a\) in angular frequency units, is then

\[
e^{-iatX}=e^{-iat}\frac{(X+1)(X+2)}6-e^{iat}\frac{(X-1)(X+2)}2+e^{2iat}\frac{X^2-1}3 .
\]

A simulation of this isolated pair can form \(X\) and \(X^2\) once and change only the three phases from one time to the next. This formula is a consequence drawn here by interpolation at the three roots; the code stops at the cubic and the levels.

## A fixed vector in place of the partner

Take \(1\times1\) matrices \(L_x=L_y=0\), \(L_z=1\). Two of the commutation relations hold, but \([L_x,L_y]=iL_z\) fails. Now \(X=S_z\) and \(\mathbf L\cdot\mathbf L=1\), so the left side of the cubic is \(S_z^3+2S_z^2=\mathrm{diag}(3,0,1)\), while the right side is the identity. The other two relations alone are thus not enough.

## What the Lean statements say

The indices `0`, `1`, `2` of `L` and `spinOne` stand for \(x,y,z\); as matrix indices of the spin 1 they stand for \(m=+1,0,-1\). `IsAngularMomentum L` is the conjunction of the three commutation relations. The partner's basis is any finite type `n`, and the matrices need not be Hermitian.

`hyperfine L` is \(X\), built with the Kronecker product `⊗ₖ`, spin 1 first and without the constant \(a\). `casimir L` is \(1\otimes\sum_kL_k^2\), the meaning of \(\mathbf L\cdot\mathbf L\) on the product space.

`hyperfine_cubic` needs only the commutation relations. `hyperfine_levels` also assumes `hl`, which says that the partner carries a single quantum number \(l\); this is a hypothesis, not something derived. There `l` and `μ` are complex numbers, and `μ` is an eigenvalue, not a magnetic moment. `two_spinOne_levels` gives the three states explicitly, with `pairState` turning a table of amplitudes into a vector.

Taking \(a\) times these levels as the energies of an actual system assumes that \(aX\) is the whole Hamiltonian. Zeeman terms, zero-field splitting, quadrupole coupling and anisotropic hyperfine terms would have to be added.

```lean
import Mathlib

open Matrix
open scoped Kronecker

namespace SpinOneHyperfine

noncomputable section

/-- The number `1/√2`, as a complex number. -/
def invSqrtTwo : ℂ := ((Real.sqrt 2)⁻¹ : ℝ)

/-- The spin-1 matrices `S_x, S_y, S_z` in the basis where `S_z` is diagonal. -/
def spinOne : Fin 3 → Matrix (Fin 3) (Fin 3) ℂ :=
  ![!![0, invSqrtTwo, 0; invSqrtTwo, 0, invSqrtTwo; 0, invSqrtTwo, 0],
    !![0, -(Complex.I * invSqrtTwo), 0;
       Complex.I * invSqrtTwo, 0, -(Complex.I * invSqrtTwo);
       0, Complex.I * invSqrtTwo, 0],
    !![1, 0, 0; 0, 0, 0; 0, 0, -1]]

/-- The angular momentum relations `[L_i, L_j] = i ε_ijk L_k`. -/
def IsAngularMomentum {A : Type*} [Ring A] [Algebra ℂ A] (L : Fin 3 → A) : Prop :=
  L 0 * L 1 - L 1 * L 0 = Complex.I • L 2 ∧
  L 1 * L 2 - L 2 * L 1 = Complex.I • L 0 ∧
  L 2 * L 0 - L 0 * L 2 = Complex.I • L 1

/-- The coupling `X = ∑ S_k ⊗ L_k` of a spin 1 to the matrices `L_k`. -/
def hyperfine {n : Type*} (L : Fin 3 → Matrix n n ℂ) :
    Matrix (Fin 3 × n) (Fin 3 × n) ℂ :=
  ∑ k, spinOne k ⊗ₖ L k

/-- The operator `L·L` on the product space, acting as the identity on the spin 1. -/
def casimir {n : Type*} [Fintype n] (L : Fin 3 → Matrix n n ℂ) :
    Matrix (Fin 3 × n) (Fin 3 × n) ℂ :=
  (1 : Matrix (Fin 3) (Fin 3) ℂ) ⊗ₖ (∑ k, L k * L k)

/-- The 3×3 array of operators with rows `(Z, M, 0)`, `(P, 0, M)`, `(0, P, -Z)`. -/
def block {A : Type*} [Ring A] (Z P M : A) : Matrix (Fin 3) (Fin 3) A :=
  !![Z, M, 0; P, 0, M; 0, P, -Z]

/-- The square of `1/√2` is one half. -/
theorem invSqrtTwo_mul_self : invSqrtTwo * invSqrtTwo = 1 / 2 := by
  unfold invSqrtTwo
  rw [← Complex.ofReal_mul, ← mul_inv, Real.mul_self_sqrt (by norm_num)]
  norm_num

/-- The spin-1 matrices satisfy the angular momentum relations. -/
theorem spinOne_witness : IsAngularMomentum spinOne := by
  have hr := invSqrtTwo_mul_self
  have hI := Complex.I_mul_I
  refine ⟨?_, ?_, ?_⟩ <;> ext i j <;> fin_cases i <;> fin_cases j <;>
    simp [spinOne] <;> grind

/-- For angular momentum operators, `Z = L_z`, `P = L₊/√2` and `M = L₋/√2` obey
`[Z, P] = P`, `[M, Z] = M`, `[P, M] = Z`, and `L·L = Z² + PM + MP`. -/
theorem ladder_relations {A : Type*} [Ring A] [Algebra ℂ A] {L : Fin 3 → A}
    (hL : IsAngularMomentum L) {P M : A}
    (hP : P = invSqrtTwo • (L 0 + Complex.I • L 1))
    (hM : M = invSqrtTwo • (L 0 - Complex.I • L 1)) :
    L 2 * P - P * L 2 = P ∧ M * L 2 - L 2 * M = M ∧ P * M - M * P = L 2 ∧
      L 2 * L 2 + P * M + M * P = ∑ k, L k * L k := by
  obtain ⟨h0, h1, h2⟩ := hL
  have hr := invSqrtTwo_mul_self
  have hI := Complex.I_mul_I
  subst hP hM
  simp only [Fin.sum_univ_three, mul_smul_comm, smul_mul_assoc, mul_add, add_mul,
    mul_sub, sub_mul]
  refine ⟨?_, ?_, ?_, ?_⟩
  · linear_combination (norm := module) invSqrtTwo • h2 - (invSqrtTwo * Complex.I) • h1
      + (-invSqrtTwo * hI) • L 0
  · linear_combination (norm := module) (-invSqrtTwo) • h2
      - (invSqrtTwo * Complex.I) • h1 + (-invSqrtTwo * hI) • L 0
  · linear_combination (norm := module) (-2 * invSqrtTwo ^ 2 * Complex.I) • h0
      + (2 * hr - 2 * invSqrtTwo ^ 2 * hI) • L 2
  · linear_combination (norm := module) (2 * hr) • (L 0 * L 0)
      + (2 * hr - 2 * invSqrtTwo ^ 2 * hI) • (L 1 * L 1)

/-- If `[Z, P] = P`, `[M, Z] = M` and `[P, M] = Z`, the array `B` of `Z, P, M` has
`B² + B - (Z² + PM + MP)` equal to a single column of operators times a single row. -/
theorem block_dyad {A : Type*} [Ring A] {Z P M : A} (h1 : Z * P - P * Z = P)
    (h2 : M * Z - Z * M = M) (h3 : P * M - M * P = Z) :
    block Z P M * block Z P M + block Z P M
      - Matrix.diagonal (fun _ => Z * Z + P * M + M * P)
      = !![M; -Z; -P] * !![-P, Z, M] := by
  have e1 : Z * P = P * Z + P := by rw [← sub_eq_iff_eq_add']; exact h1
  have e2 : M * Z = Z * M + M := by rw [← sub_eq_iff_eq_add']; exact h2
  have e3 : P * M = M * P + Z := by rw [← sub_eq_iff_eq_add']; exact h3
  ext i j
  fin_cases i <;> fin_cases j <;>
    simp [block, Matrix.mul_apply, e1, e2, e3] <;> abel

/-- If `[Z, P] = P`, `[M, Z] = M` and `[P, M] = Z`, the array `B` of `Z, P, M` satisfies
`B³ + 2B² + (1 - C)B = C` with `C = Z² + PM + MP`. -/
theorem block_cubic {A : Type*} [Ring A] {Z P M : A} (h1 : Z * P - P * Z = P)
    (h2 : M * Z - Z * M = M) (h3 : P * M - M * P = Z) :
    block Z P M ^ 3 + 2 * block Z P M ^ 2
      + (1 - Matrix.diagonal (fun _ => Z * Z + P * M + M * P)) * block Z P M
      = Matrix.diagonal (fun _ => Z * Z + P * M + M * P) := by
  have e1 : Z * P = P * Z + P := by rw [← sub_eq_iff_eq_add']; exact h1
  have e2 : M * Z = Z * M + M := by rw [← sub_eq_iff_eq_add']; exact h2
  have e3 : P * M = M * P + Z := by rw [← sub_eq_iff_eq_add']; exact h3
  -- the row is annihilated by `B + 1` from the right
  have hrow : !![-P, Z, M] * block Z P M + !![-P, Z, M] = 0 := by
    ext i j
    fin_cases i
    fin_cases j <;> simp [block, e1, e2, e3]
  have hprod : (block Z P M * block Z P M + block Z P M
      - Matrix.diagonal (fun _ => Z * Z + P * M + M * P)) * (block Z P M + 1) = 0 := by
    rw [block_dyad h1 h2 h3, Matrix.mul_assoc, Matrix.mul_add, Matrix.mul_one, hrow,
      Matrix.mul_zero]
  linear_combination (norm := noncomm_ring) hprod

/-- Sorted by the spin-1 index, the coupling `X` is the array built from
`L_z`, `L₊/√2` and `L₋/√2`. -/
theorem hyperfine_eq_block {n : Type*} [Fintype n] [DecidableEq n]
    (L : Fin 3 → Matrix n n ℂ) :
    Matrix.compRingEquiv (Fin 3) n ℂ (block (L 2)
      (invSqrtTwo • (L 0 + Complex.I • L 1)) (invSqrtTwo • (L 0 - Complex.I • L 1)))
      = hyperfine L := by
  ext ⟨a, i⟩ ⟨b, j⟩
  change (block (L 2) (invSqrtTwo • (L 0 + Complex.I • L 1))
    (invSqrtTwo • (L 0 - Complex.I • L 1)) a b) i j = _
  fin_cases a <;> fin_cases b <;>
    simp [hyperfine, spinOne, block, Fin.sum_univ_three] <;> ring

/-- For matrices `L_k` of any size with `[L_i, L_j] = i ε_ijk L_k`, the coupling
`X = ∑ S_k ⊗ L_k` to a spin 1 satisfies `X³ + 2X² + (1 - L·L)X = L·L`. -/
theorem hyperfine_cubic {n : Type*} [Fintype n] [DecidableEq n]
    {L : Fin 3 → Matrix n n ℂ} (hL : IsAngularMomentum L) :
    hyperfine L ^ 3 + 2 * hyperfine L ^ 2 + (1 - casimir L) * hyperfine L
      = casimir L := by
  obtain ⟨h1, h2, h3, h4⟩ := ladder_relations hL rfl rfl
  have hC : Matrix.compRingEquiv (Fin 3) n ℂ
      (Matrix.diagonal (fun _ => ∑ k, L k * L k)) = casimir L := by
    ext ⟨a, i⟩ ⟨b, j⟩
    change (Matrix.diagonal (fun _ => ∑ k, L k * L k) a b) i j
      = (1 : Matrix (Fin 3) (Fin 3) ℂ) a b * (∑ k, L k * L k) i j
    by_cases h : a = b
    · subst h
      rw [Matrix.diagonal_apply_eq, Matrix.one_apply_eq, one_mul]
    · simp [h]
  -- carry the cubic from arrays of operators to the product space
  have h := block_cubic h1 h2 h3
  rw [h4] at h
  have h' := congrArg (Matrix.compRingEquiv (Fin 3) n ℂ) h
  simpa only [map_add, map_mul, map_sub, map_one, map_pow, map_ofNat,
    hyperfine_eq_block, hC] using h'

/-- If the `L_k` obey the angular momentum relations and `L·L = l(l+1)`, every eigenvalue
of the coupling `X` is `l`, `-1` or `-(l+1)`. -/
theorem hyperfine_levels {n : Type*} [Fintype n] [DecidableEq n]
    {L : Fin 3 → Matrix n n ℂ} (hL : IsAngularMomentum L) {l μ : ℂ}
    (hl : ∑ k, L k * L k = (l * (l + 1)) • (1 : Matrix n n ℂ))
    {v : Fin 3 × n → ℂ} (hv0 : v ≠ 0) (hv : hyperfine L *ᵥ v = μ • v) :
    μ = l ∨ μ = -1 ∨ μ = -(l + 1) := by
  have hm := hyperfine_cubic hL
  have hC : casimir L = (l * (l + 1)) • 1 := by
    rw [casimir, hl, Matrix.kronecker_smul, Matrix.one_kronecker_one]
  rw [hC, sub_mul, one_mul, smul_mul_assoc, one_mul, two_mul] at hm
  have h2 : (hyperfine L ^ 2) *ᵥ v = (μ * μ) • v := by
    rw [pow_two, ← Matrix.mulVec_mulVec, hv, Matrix.mulVec_smul, hv, smul_smul]
  have h3 : (hyperfine L ^ 3) *ᵥ v = (μ * (μ * μ)) • v := by
    rw [pow_succ, ← Matrix.mulVec_mulVec, hv, Matrix.mulVec_smul, h2, smul_smul]
  -- the cubic acts on the eigenvector as a number
  have h0 := congrArg (fun B => B *ᵥ v) hm
  simp only [Matrix.add_mulVec, Matrix.sub_mulVec, Matrix.smul_mulVec,
    Matrix.one_mulVec, h2, h3, hv] at h0
  have h : ((μ - l) * ((μ + 1) * (μ + (l + 1)))) • v = 0 := by
    linear_combination (norm := module) h0
  rcases mul_eq_zero.mp ((smul_eq_zero.mp h).resolve_right hv0) with h | h
  · exact Or.inl (sub_eq_zero.mp h)
  · rcases mul_eq_zero.mp h with h | h
    · exact Or.inr (Or.inl (eq_neg_of_add_eq_zero_left h))
    · exact Or.inr (Or.inr (eq_neg_of_add_eq_zero_left h))

/-- The state of two spins 1 with the given table of amplitudes. -/
def pairState (c : Matrix (Fin 3) (Fin 3) ℂ) : Fin 3 × Fin 3 → ℂ := fun p => c p.1 p.2

/-- For two coupled spins 1, the three displayed states are eigenvectors of `X` with
eigenvalues `1`, `-1` and `-2`. -/
theorem two_spinOne_levels :
    hyperfine spinOne *ᵥ pairState !![1, 0, 0; 0, 0, 0; 0, 0, 0]
      = (1 : ℂ) • pairState !![1, 0, 0; 0, 0, 0; 0, 0, 0] ∧
    hyperfine spinOne *ᵥ pairState !![0, 1, 0; -1, 0, 0; 0, 0, 0]
      = (-1 : ℂ) • pairState !![0, 1, 0; -1, 0, 0; 0, 0, 0] ∧
    hyperfine spinOne *ᵥ pairState !![0, 0, 1; 0, -1, 0; 1, 0, 0]
      = (-2 : ℂ) • pairState !![0, 0, 1; 0, -1, 0; 1, 0, 0] := by
  have hr := invSqrtTwo_mul_self
  have hI := Complex.I_mul_I
  refine ⟨?_, ?_, ?_⟩ <;> ext ⟨a, b⟩ <;> fin_cases a <;> fin_cases b <;>
    simp [hyperfine, spinOne, pairState, Matrix.mulVec, dotProduct,
      Fintype.sum_prod_type, Fin.sum_univ_three] <;> grind

end

end SpinOneHyperfine
```

```lean
#print axioms SpinOneHyperfine.hyperfine_cubic
#print axioms SpinOneHyperfine.hyperfine_levels
#print axioms SpinOneHyperfine.two_spinOne_levels
```

```
'SpinOneHyperfine.hyperfine_cubic' depends on axioms: [propext, Classical.choice, Quot.sound]
'SpinOneHyperfine.hyperfine_levels' depends on axioms: [propext, Classical.choice, Quot.sound]
'SpinOneHyperfine.two_spinOne_levels' depends on axioms: [propext, Classical.choice, Quot.sound]
```

## From commutators to the cubic in Lean

`invSqrtTwo_mul_self` supplies \((1/\sqrt2)^2=1/2\). `spinOne_witness` checks the commutation relations for the spin-1 matrices entry by entry, so the hypothesis on `L` has a concrete instance.

`ladder_relations` translates the relations for \(L_x,L_y,L_z\) into those for \(Z,P,M\), together with the formula for \(C\). Each `linear_combination` names the multiples of the commutators, and of \(i^2=-1\) and \((1/\sqrt2)^2=1/2\), that give the result.

`block_dyad` is the column-times-row identity. The relations are first rewritten as `e1`, `e2`, `e3`, which exchange the order of two factors. The nine entries are then compared, and `abel` settles the remaining sums.

In `block_cubic`, `hrow` is \(r(X+1)=0\) and `hprod` is \((X^2+X-C)(X+1)=0\). The final line expands this product with `noncomm_ring`, which respects the order of factors. Both block lemmas hold for entries in any ring.

`hyperfine_eq_block` identifies the array with the Kronecker sum. The map `Matrix.compRingEquiv` turns a matrix of matrices into one large matrix and preserves sums and products. `hyperfine_cubic` applies it to both sides of the block identity, with `hC` identifying the image of the diagonal array as `casimir L`.

`hyperfine_levels` computes \(X^2v\) and \(X^3v\) in `h2` and `h3`, then applies the cubic to \(v\). The result is the factored polynomial times \(v\); since \(v\neq0\), the polynomial vanishes, and so does one of its factors. `two_spinOne_levels` verifies each eigenvector equation on all nine amplitudes.
